# The integral of the squared radial density of a 1s orbital with relativistic exponent γ

In atomic units, the radial density of a 1s orbital with nuclear charge $Z$ and relativistic exponent $\gamma$ is taken as $D(r) = (2Z)^{2\gamma+1} r^{2\gamma} e^{-2Zr}/\Gamma(2\gamma+1)$, whose prefactor makes its integral over $r > 0$ equal to one. The lemma says that, for any real $Z > 0$ and $\gamma > 0$, with no relation between the two assumed, $D^2$ is integrable on the half-line and $\int_0^\infty D(r)^2\,dr = Z\,\Gamma(2\gamma+\tfrac12)/(\sqrt{\pi}\,\Gamma(2\gamma+1))$. The proof writes $D^2$ as a constant times $r^{4\gamma}e^{-4Zr}$, whose integral is a power of $1/(4Z)$ times a Gamma function by `gamma_moment`. The duplication formula then brings the result to the stated form, once the powers of $2Z$ and $4Z$ have been collected in the auxiliary identity `pw`.

This version doesn't compile in Lean 4 with Mathlib:

```lean
import Mathlib

open MeasureTheory Set Filter Topology

namespace RelativisticHartreeSelfEnergy

noncomputable section

/-- Radial density of a 1s orbital with nuclear charge `Z` and relativistic exponent `γ`. -/
def density (Z γ r : ℝ) : ℝ :=
  (2 * Z) ^ (2 * γ + 1) * r ^ (2 * γ) * Real.exp (-(2 * Z * r)) / Real.Gamma (2 * γ + 1)

/-- Radial moments of an exponential converge and are given by the Gamma function. -/
theorem gamma_moment {a b : ℝ} (ha : 0 < a) (hb : 0 < b) :
    IntegrableOn (fun t : ℝ => t ^ (a - 1) * Real.exp (-(b * t))) (Ioi 0) ∧
    ∫ t in Ioi (0 : ℝ), t ^ (a - 1) * Real.exp (-(b * t)) = (1 / b) ^ a * Real.Gamma a := by
  have h := Real.integral_rpow_mul_exp_neg_mul_Ioi ha hb
  refine ⟨?_, h⟩
  by_contra hn
  have h0 := integral_undef hn
  have hp : 0 < (1 / b) ^ a * Real.Gamma a :=
    mul_pos (Real.rpow_pos_of_pos (by positivity) _) (Real.Gamma_pos_of_pos ha)
  exact hp.ne' (h.symm.trans h0)

/-- The integral of the squared radial density, in closed form. -/
theorem density_sq_integral {Z γ : ℝ} (hZ : 0 < Z) (hγ : 0 < γ) :
    IntegrableOn (fun r => density Z γ r ^ 2) (Ioi 0) ∧
    ∫ r in Ioi (0 : ℝ), density Z γ r ^ 2 =
      Z * Real.Gamma (2 * γ + 1 / 2) / (√Real.pi * Real.Gamma (2 * γ + 1)) := by
  have hG : 0 < Real.Gamma (2 * γ + 1) := Real.Gamma_pos_of_pos (by positivity)
  have hs : 0 < √Real.pi := Real.sqrt_pos.2 Real.pi_pos
  obtain ⟨hi, hv⟩ := gamma_moment (a := 4 * γ + 1) (b := 4 * Z) (by positivity) (by positivity)
  have he : EqOn (fun r => density Z γ r ^ 2)
      (fun t => ((2 * Z) ^ (2 * γ + 1) / Real.Gamma (2 * γ + 1)) ^ 2 *
        (t ^ (4 * γ + 1 - 1) * Real.exp (-(4 * Z * t)))) (Ioi 0) := by
    intro t ht
    have h1 : t ^ (4 * γ + 1 - 1) = t ^ (2 * γ) * t ^ (2 * γ) := by
      rw [← Real.rpow_add ht]
      congr 1
      ring
    have h2 : Real.exp (-(4 * Z * t)) = Real.exp (-(2 * Z * t)) * Real.exp (-(2 * Z * t)) := by
      rw [← Real.exp_add]
      congr 1
      ring
    simp only [h1, h2, density]
    ring
  refine ⟨(integrableOn_congr_fun he measurableSet_Ioi).2 (Integrable.const_mul hi _), ?_⟩
  rw [setIntegral_congr_fun measurableSet_Ioi he, integral_const_mul, hv]
  -- the duplication formula of the Gamma function
  have dup := Real.Gamma_mul_Gamma_add_half (2 * γ + 1 / 2)
  rw [show 2 * γ + 1 / 2 + 1 / 2 = 2 * γ + 1 by ring,
    show 2 * (2 * γ + 1 / 2) = 4 * γ + 1 by ring] at dup
  have pw : ((2 * Z) ^ (2 * γ + 1)) ^ 2 * (1 / (4 * Z)) ^ (4 * γ + 1) =
      Z * (2 : ℝ) ^ (1 - (4 * γ + 1)) := by
    have h1 : ((2 * Z) ^ (2 * γ + 1)) ^ 2 = (2 * Z) ^ (4 * γ + 1) * (2 * Z) := by
      rw [sq, ← Real.rpow_add (by positivity), ← Real.rpow_add_one (by positivity)]
      congr 1
      ring
    have h2 : (2 * Z) ^ (4 * γ + 1) * (1 / (4 * Z)) ^ (4 * γ + 1) =
        ((2 : ℝ) ^ (4 * γ + 1))⁻¹ := by
      rw [← Real.mul_rpow (by positivity) (by positivity), ← Real.inv_rpow (by norm_num)]
      congr 1
      field_simp
      norm_num
    rw [h1, Real.rpow_sub (by norm_num), Real.rpow_one, div_eq_mul_inv, ← h2]
    ring
  generalize (2 : ℝ) ^ (1 - (4 * γ + 1)) = T at dup pw
  rw [div_pow, div_mul_eq_mul_div, ← mul_assoc, pw, div_eq_div_iff (by positivity) (by positivity)]
  linear_combination (-(Z * Real.Gamma (2 * γ + 1))) * dup

end

end RelativisticHartreeSelfEnergy
```

Lean reports:

```
Main.lean:65:72: error: Tactic `rewrite` failed: Did not find an occurrence of the pattern
  (2 ^ (4 * γ + 1))⁻¹
in the target expression
  (2 * Z) ^ (4 * γ + 1) * (2 * Z) * (1 * (4 * Z)⁻¹) ^ (4 * γ + 1) = Z * (2 / 2 ^ (4 * γ + 1))

Z γ : ℝ
hZ : 0 < Z
hγ : 0 < γ
hG : 0 < Real.Gamma (2 * γ + 1)
hs : 0 < √Real.pi
hi : IntegrableOn (fun t => t ^ (4 * γ + 1 - 1) * Real.exp (-(4 * Z * t))) (Ioi 0) volume
hv :
  ∫ (t : ℝ) in Ioi 0, t ^ (4 * γ + 1 - 1) * Real.exp (-(4 * Z * t)) =
    (1 / (4 * Z)) ^ (4 * γ + 1) * Real.Gamma (4 * γ + 1)
he :
  EqOn (fun r => density Z γ r ^ 2)
    (fun t => ((2 * Z) ^ (2 * γ + 1) / Real.Gamma (2 * γ + 1)) ^ 2 * (t ^ (4 * γ + 1 - 1) * Real.exp (-(4 * Z * t))))
    (Ioi 0)
dup : Real.Gamma (2 * γ + 1 / 2) * Real.Gamma (2 * γ + 1) = Real.Gamma (4 * γ + 1) * 2 ^ (1 - (4 * γ + 1)) * √Real.pi
h1 : ((2 * Z) ^ (2 * γ + 1)) ^ 2 = (2 * Z) ^ (4 * γ + 1) * (2 * Z)
h2 : (2 * Z) ^ (4 * γ + 1) * (1 / (4 * Z)) ^ (4 * γ + 1) = (2 ^ (4 * γ + 1))⁻¹
⊢ (2 * Z) ^ (4 * γ + 1) * (2 * Z) * (1 * (4 * Z)⁻¹) ^ (4 * γ + 1) = Z * (2 / 2 ^ (4 * γ + 1))
```

Cause. The error is in the last steps of `pw`. The rewrite with `div_eq_mul_inv` was needed on the right-hand side, to turn `2 / 2 ^ (4 * γ + 1)` into a product with the inverse `(2 ^ (4 * γ + 1))⁻¹`. But `rw` fixes the lemma's variables at the first match it finds, and here that was `1 / (4 * Z)` on the left. The goal in the message shows the result: the left now has `1 * (4 * Z)⁻¹`, and the quotient on the right is unchanged. The inverse that `← h2` looks for is therefore nowhere in the goal, and the rewrite fails.

The repair uses `h2` forwards, on the left-hand side. There the two powers that `h2` multiplies together are separated by the factor `2 * Z`. `mul_right_comm` moves that factor to the end, so that the product matches the left side of `h2` and is replaced by `(2 ^ (4 * γ + 1))⁻¹`. `div_eq_mul_inv` is no longer needed, and the existing `ring` closes the goal.

The repair, with which the file compiles:

```diff
@@ -63,5 +63,5 @@
       field_simp
       norm_num
-    rw [h1, Real.rpow_sub (by norm_num), Real.rpow_one, div_eq_mul_inv, ← h2]
+    rw [h1, Real.rpow_sub (by norm_num), Real.rpow_one, mul_right_comm, h2]
     ring
   generalize (2 : ℝ) ^ (1 - (4 * γ + 1)) = T at dup pw
```
